# Gaussians with prefactors \(2z^2-x^2-y^2,\ x^2-y^2,\ xy,\ xz,\ yz\) are orthogonal, with squared norms \(12:4:1:1:1\)

For every \(a>0\), multiply \(e^{-a(x^2+y^2+z^2)}\) by each of the five polynomials

\[
2z^2-x^2-y^2,\qquad x^2-y^2,\qquad xy,\qquad xz,\qquad yz .
\]

The resulting functions are mutually orthogonal on \(\mathbb R^3\), and their squared norms are \(12K,\ 4K,\ K,\ K,\ K\), where

\[
K=\frac{1}{16a^2}\left(\frac{\pi}{2a}\right)^{3/2}>0 .
\]

## Normalising a d shell

Up to normalisation, these are the five real d-type functions of a Gaussian basis set with spherical d shells. A Cartesian d shell instead contains all six quadratic monomials, and its overlap block is not diagonal, since \(x^2\) and \(y^2\) overlap. For a single primitive spherical shell, with one centre and one exponent, the result says that the overlap block is diagonal but that one common normalisation constant doesn't suffice. With \(N=K^{-1/2}=4a\,(2a/\pi)^{3/4}\), the normalised functions are

\[
\frac{N}{2\sqrt3}(2z^2-x^2-y^2)e^{-ar^2},\quad \frac N2(x^2-y^2)e^{-ar^2},\quad N\,xy\,e^{-ar^2},\quad N\,xz\,e^{-ar^2},\quad N\,yz\,e^{-ar^2},
\]

where \(r^2=x^2+y^2+z^2\).

## Moments on the line

The product of two functions with exponent \(a\) has exponent \(b=2a\). Let \(m_n=\int_{-\infty}^{\infty}x^n e^{-bx^2}dx\). The function \(x^n e^{-bx^2}\) vanishes at both ends of the line, so its derivative integrates to zero:

\[
0=\int_{-\infty}^{\infty}\left(n x^{n-1}-2b\,x^{n+1}\right)e^{-bx^2}dx,
\qquad\text{hence}\qquad 2b\,m_{n+1}=n\,m_{n-1}.
\]

For \(n=0\) the right side is zero. Starting from \(m_0=\sqrt{\pi/b}\), the recurrence gives

\[
m_1=m_3=0,\qquad m_2=\frac{m_0}{2b}=\frac{m_0}{4a},\qquad m_4=\frac{3m_0}{4b^2}=\frac{3m_0}{16a^2}.
\]

In three dimensions the integral of a monomial times \(e^{-br^2}\) is a product of three such moments. Among monomials of degree four, those with an odd power of some coordinate integrate to zero. The others give

\[
\int x^4e^{-br^2}=m_4m_0^2=3K,\qquad \int x^2y^2e^{-br^2}=m_2^2m_0=K,
\]

and likewise for the other coordinates.

## The overlap of two quadratic forms

Number the coordinates \(0,1,2\), and let \(A\) and \(B\) be real \(3\times3\) matrices. The polynomial of \(A\) is \(\sum_{ij}r_iA_{ij}r_j\), in which \(r_i^2\) has coefficient \(A_{ii}\) and \(r_ir_j\), for \(i<j\), has coefficient \(A_{ij}+A_{ji}\). Multiplying the polynomials of \(A\) and \(B\) and keeping the monomials that survive integration gives the overlap

\[
K\Big[3\sum_i A_{ii}B_{ii}+\sum_{i<j}\big(A_{ii}B_{jj}+A_{jj}B_{ii}\big)+\sum_{i<j}(A_{ij}+A_{ji})(B_{ij}+B_{ji})\Big].
\]

One copy of \(\sum_iA_{ii}B_{ii}\), together with the second sum, is \(\operatorname{tr}A\operatorname{tr}B\). The remaining two copies and the last sum are \(\operatorname{tr}AB+\operatorname{tr}AB^{T}\). The overlap is therefore

\[
K\left(\operatorname{tr}A\operatorname{tr}B+\operatorname{tr}AB+\operatorname{tr}AB^{T}\right),
\]

with no symmetry required of either matrix.

## Five traceless matrices

The first two polynomials have matrices \(\operatorname{diag}(-1,-1,2)\) and \(\operatorname{diag}(1,-1,0)\). For \(xy\), \(xz\) and \(yz\), take a single entry 1 above the diagonal. All five traces vanish, so only the last two terms of the formula contribute.

- For the diagonal matrices, the squared norms are \(2(1+1+4)K=12K\) and \(2(1+1)K=4K\). Their mutual overlap is \(2(-1+1+0)K=0\).
- For a single off-diagonal entry, \(\operatorname{tr}AA=0\) and \(\operatorname{tr}AA^T=1\), so the squared norm is \(K\).
- Two different off-diagonal matrices, or one diagonal and one off-diagonal matrix, have both product traces equal to zero.

The polynomial \(r^2\) has the identity matrix. Its overlap with the function of \(A\) is \(K(3+1+1)\operatorname{tr}A=5K\operatorname{tr}A\), which vanishes exactly when \(A\) is traceless. This condition separates the five d functions from the sixth combination, \(r^2e^{-ar^2}\), of the Cartesian quadratic functions.

## The statement in Lean

A point of space is a nested pair in `ℝ × ℝ × ℝ`, so \(x,y,z\) are `r.1`, `r.2.1`, `r.2.2`, and integration is with respect to Lebesgue measure. The definition `overlap a p q` is the real inner product of \(p\,e^{-ar^2}\) and \(q\,e^{-ar^2}\), without normalisation. The polynomials are `dPoly 0` to `dPoly 4` in the order above, which makes `dPoly 2` the \(xy\) prefactor. The constant \(K\) appears as `√(Real.pi / (2 * a)) ^ 3 / (16 * a ^ 2)`.

The theorem `d_orthogonal_norm_ratio` has three parts: overlaps with different indices vanish, the squared norm of the \(xy\) function is positive, and each squared norm is the matching entry of `![12, 4, 1, 1, 1]` times that one. Positivity makes the ratio meaningful. The theorem `d_overlap` also gives the absolute values, and `orthogonal_to_rsq_iff` is the trace criterion.

Both functions share one centre and one exponent. Contracted functions and overlaps between different atoms are not treated.

## Why the exponent must be positive

For \(a\le0\) the squared norm of the \(xy\) function would be \(\int x^2y^2e^{-2ar^2}\,dx\,dy\,dz\), which diverges because the exponential factor is at least 1 everywhere. Lean assigns the value 0 to the integral of a non-integrable function, so the positivity claim would be false there. The trace criterion would fail as well: for the identity matrix the overlap would be recorded as 0, although the trace is 3.

## The complete file

```lean
import Mathlib

open MeasureTheory Matrix

namespace RealDGaussians

noncomputable section

/-- The one-dimensional Gaussian `x^n exp(-b x²)`. -/
def gaussPow (b : ℝ) (n : ℕ) (x : ℝ) : ℝ := x ^ n * Real.exp (-b * x ^ 2)

/-- The `n`-th moment of `exp(-b x²)` over the line. -/
def moment (b : ℝ) (n : ℕ) : ℝ := ∫ x, gaussPow b n x

/-- The overlap integral over space of `p exp(-a r²)` and `q exp(-a r²)`. -/
def overlap (a : ℝ) (p q : ℝ × ℝ × ℝ → ℝ) : ℝ :=
  ∫ r : ℝ × ℝ × ℝ, (p r * Real.exp (-a * (r.1 ^ 2 + r.2.1 ^ 2 + r.2.2 ^ 2))) *
    (q r * Real.exp (-a * (r.1 ^ 2 + r.2.1 ^ 2 + r.2.2 ^ 2)))

/-- The quadratic polynomial `∑ᵢⱼ rᵢ Aᵢⱼ rⱼ` in the coordinates `r = (x, y, z)`. -/
def quadForm (A : Matrix (Fin 3) (Fin 3) ℝ) (r : ℝ × ℝ × ℝ) : ℝ :=
  ∑ i, ∑ j, ![r.1, r.2.1, r.2.2] i * A i j * ![r.1, r.2.1, r.2.2] j

/-- The five polynomials `2z² - x² - y²`, `x² - y²`, `xy`, `xz`, `yz`. -/
def dPoly : Fin 5 → ℝ × ℝ × ℝ → ℝ :=
  ![fun r => 2 * r.2.2 ^ 2 - r.1 ^ 2 - r.2.1 ^ 2, fun r => r.1 ^ 2 - r.2.1 ^ 2,
    fun r => r.1 * r.2.1, fun r => r.1 * r.2.2, fun r => r.2.1 * r.2.2]

/-- Coefficient matrices of the five polynomials in `dPoly`. -/
def dMatrix : Fin 5 → Matrix (Fin 3) (Fin 3) ℝ :=
  ![!![-1, 0, 0; 0, -1, 0; 0, 0, 2], !![1, 0, 0; 0, -1, 0; 0, 0, 0],
    !![0, 1, 0; 0, 0, 0; 0, 0, 0], !![0, 0, 1; 0, 0, 0; 0, 0, 0],
    !![0, 0, 0; 0, 0, 1; 0, 0, 0]]

/-- Every function `x^n exp(-b x²)` with `b > 0` is integrable over the line. -/
theorem integrable_gaussPow {b : ℝ} (hb : 0 < b) (n : ℕ) : Integrable (gaussPow b n) := by
  have h := integrable_rpow_mul_exp_neg_mul_sq hb (s := (n : ℝ))
    (by have := Nat.cast_nonneg (α := ℝ) n; linarith)
  simp only [Real.rpow_natCast] at h
  exact h

/-- Recurrence for Gaussian moments: `2b m(n+1) = n m(n-1)`, the right side being zero
for `n = 0`. -/
theorem moment_recurrence {b : ℝ} (hb : 0 < b) (n : ℕ) :
    2 * b * moment b (n + 1) = n * moment b (n - 1) := by
  have hd : ∀ x, HasDerivAt (gaussPow b n)
      ((n : ℝ) * gaussPow b (n - 1) x - 2 * b * gaussPow b (n + 1) x) x := by
    intro x
    have h2 : HasDerivAt (fun x : ℝ => Real.exp (-b * x ^ 2))
        (Real.exp (-b * x ^ 2) * (-b * (2 * x))) x :=
      (((hasDerivAt_pow 2 x).const_mul (-b)).exp).congr_deriv (by norm_num)
    exact ((hasDerivAt_pow n x).fun_mul h2).congr_deriv (by unfold gaussPow; ring)
  have hA : Integrable (fun x => (n : ℝ) * gaussPow b (n - 1) x) :=
    (integrable_gaussPow hb (n - 1)).const_mul _
  have hB : Integrable (fun x => 2 * b * gaussPow b (n + 1) x) :=
    (integrable_gaussPow hb (n + 1)).const_mul _
  -- the integral of a total derivative vanishes
  have h0 := integral_eq_zero_of_hasDerivAt_of_integrable hd (hA.sub hB)
    (integrable_gaussPow hb n)
  rw [integral_sub hA hB, integral_const_mul, integral_const_mul] at h0
  unfold moment
  linarith

/-- The moments of `exp(-b x²)` of order zero to four. -/
theorem moment_values {b : ℝ} (hb : 0 < b) :
    moment b 0 = √(Real.pi / b) ∧ moment b 1 = 0 ∧ moment b 2 = moment b 0 / (2 * b) ∧
      moment b 3 = 0 ∧ moment b 4 = 3 * moment b 0 / (4 * b ^ 2) := by
  have h1 : 2 * b * moment b 1 = ((0 : ℕ) : ℝ) * moment b 0 := moment_recurrence hb 0
  have h2 : 2 * b * moment b 2 = ((1 : ℕ) : ℝ) * moment b 0 := moment_recurrence hb 1
  have h3 : 2 * b * moment b 3 = ((2 : ℕ) : ℝ) * moment b 1 := moment_recurrence hb 2
  have h4 : 2 * b * moment b 4 = ((3 : ℕ) : ℝ) * moment b 2 := moment_recurrence hb 3
  push_cast at h1 h2 h3 h4
  have hb2 : 2 * b ≠ 0 := by positivity
  have m1 : moment b 1 = 0 := (mul_eq_zero.mp (h1.trans (zero_mul _))).resolve_left hb2
  rw [m1, mul_zero] at h3
  refine ⟨?_, m1, ?_, (mul_eq_zero.mp h3).resolve_left hb2, ?_⟩
  · simp only [moment, gaussPow, pow_zero, one_mul]
    exact integral_gaussian b
  · rw [eq_div_iff hb2]
    linarith
  · rw [eq_div_iff (by positivity)]
    linear_combination 2 * b * h4 + 3 * h2

/-- The integral of `x^i y^j z^k exp(-b r²)` over space converges and is the product of three
one-dimensional moments. -/
theorem monomial_integral {b : ℝ} (hb : 0 < b) (i j k : ℕ) :
    Integrable (fun r : ℝ × ℝ × ℝ =>
      gaussPow b i r.1 * (gaussPow b j r.2.1 * gaussPow b k r.2.2)) ∧
    ∫ r : ℝ × ℝ × ℝ, gaussPow b i r.1 * (gaussPow b j r.2.1 * gaussPow b k r.2.2) =
      moment b i * (moment b j * moment b k) := by
  have e1 : ∫ s : ℝ × ℝ, gaussPow b j s.1 * gaussPow b k s.2 = moment b j * moment b k :=
    integral_prod_mul (μ := volume) (ν := volume) (gaussPow b j) (gaussPow b k)
  constructor
  · exact (integrable_gaussPow hb i).mul_prod
      ((integrable_gaussPow hb j).mul_prod (integrable_gaussPow hb k))
  · rw [← e1]
    exact integral_prod_mul (μ := volume) (ν := volume) (gaussPow b i)
      (fun s : ℝ × ℝ => gaussPow b j s.1 * gaussPow b k s.2)

/-- The overlap of two Gaussians with arbitrary quadratic prefactors, expressed by traces of
their coefficient matrices. -/
theorem overlap_quadForm {a : ℝ} (ha : 0 < a) (A B : Matrix (Fin 3) (Fin 3) ℝ) :
    overlap a (quadForm A) (quadForm B) =
      (trace A * trace B + trace (A * B) + trace (A * Bᵀ)) *
        (√(Real.pi / (2 * a)) ^ 3 / (16 * a ^ 2)) := by
  have hb : 0 < 2 * a := by positivity
  have hq : ∀ (C : Matrix (Fin 3) (Fin 3) ℝ) (r : ℝ × ℝ × ℝ), quadForm C r =
      C 0 0 * r.1 ^ 2 + C 1 1 * r.2.1 ^ 2 + C 2 2 * r.2.2 ^ 2 + (C 0 1 + C 1 0) * (r.1 * r.2.1)
        + (C 0 2 + C 2 0) * (r.1 * r.2.2) + (C 1 2 + C 2 1) * (r.2.1 * r.2.2) := by
    intro C r
    simp [quadForm, Fin.sum_univ_three]
    ring
  -- adding one monomial to an integrand whose integral is known
  have H : ∀ (c : ℝ) (i j k : ℕ) (f : ℝ × ℝ × ℝ → ℝ) (v : ℝ),
      (Integrable f ∧ ∫ r, f r = v) →
      (Integrable (fun r => f r + c * (gaussPow (2 * a) i r.1 *
        (gaussPow (2 * a) j r.2.1 * gaussPow (2 * a) k r.2.2))) ∧
      ∫ r, (f r + c * (gaussPow (2 * a) i r.1 *
        (gaussPow (2 * a) j r.2.1 * gaussPow (2 * a) k r.2.2))) =
        v + c * (moment (2 * a) i * (moment (2 * a) j * moment (2 * a) k))) := by
    intro c i j k f v hf
    have hm := monomial_integral hb i j k
    refine ⟨hf.1.add (hm.1.const_mul c), ?_⟩
    rw [integral_add hf.1 (hm.1.const_mul c), integral_const_mul, hm.2, hf.2]
  have base : Integrable (fun _ : ℝ × ℝ × ℝ => (0 : ℝ)) ∧
      ∫ _ : ℝ × ℝ × ℝ, (0 : ℝ) = 0 := ⟨by simp, by simp⟩
  obtain ⟨p, hp⟩ : ∃ p, p = A 0 1 + A 1 0 := ⟨_, rfl⟩
  obtain ⟨q, hq'⟩ : ∃ q, q = A 0 2 + A 2 0 := ⟨_, rfl⟩
  obtain ⟨s, hs⟩ : ∃ s, s = A 1 2 + A 2 1 := ⟨_, rfl⟩
  obtain ⟨t, ht⟩ : ∃ t, t = B 0 1 + B 1 0 := ⟨_, rfl⟩
  obtain ⟨u, hu⟩ : ∃ u, u = B 0 2 + B 2 0 := ⟨_, rfl⟩
  obtain ⟨w, hw⟩ : ∃ w, w = B 1 2 + B 2 1 := ⟨_, rfl⟩
  -- the fifteen monomials of degree four
  have h := (H (A 0 0 * B 0 0) 4 0 0 _ _ <| H (A 1 1 * B 1 1) 0 4 0 _ _ <|
    H (A 2 2 * B 2 2) 0 0 4 _ _ <|
    H (A 0 0 * B 1 1 + A 1 1 * B 0 0 + p * t) 2 2 0 _ _ <|
    H (A 0 0 * B 2 2 + A 2 2 * B 0 0 + q * u) 2 0 2 _ _ <|
    H (A 1 1 * B 2 2 + A 2 2 * B 1 1 + s * w) 0 2 2 _ _ <|
    H (A 0 0 * t + p * B 0 0) 3 1 0 _ _ <| H (A 0 0 * u + q * B 0 0) 3 0 1 _ _ <|
    H (A 1 1 * t + p * B 1 1) 1 3 0 _ _ <| H (A 1 1 * w + s * B 1 1) 0 3 1 _ _ <|
    H (A 2 2 * u + q * B 2 2) 1 0 3 _ _ <| H (A 2 2 * w + s * B 2 2) 0 1 3 _ _ <|
    H (A 0 0 * w + s * B 0 0 + p * u + q * t) 2 1 1 _ _ <|
    H (A 1 1 * u + q * B 1 1 + p * w + s * t) 1 2 1 _ _ <|
    H (A 2 2 * t + p * B 2 2 + q * w + s * u) 1 1 2 _ _ base).2
  refine Eq.trans (integral_congr_ae (ae_of_all _ fun r => ?_)) (h.trans ?_)
  · have he : ∀ x : ℝ, Real.exp (-(2 * a) * x ^ 2) = Real.exp (-a * x ^ 2) ^ 2 := by
      intro x
      rw [sq (Real.exp _), ← Real.exp_add]
      congr 1
      ring
    have h3 : Real.exp (-a * (r.1 ^ 2 + r.2.1 ^ 2 + r.2.2 ^ 2)) = Real.exp (-a * r.1 ^ 2) *
        Real.exp (-a * r.2.1 ^ 2) * Real.exp (-a * r.2.2 ^ 2) := by
      rw [← Real.exp_add, ← Real.exp_add]
      congr 1
      ring
    simp only [gaussPow, hq, he, h3, ← hp, ← hq', ← hs, ← ht, ← hu, ← hw]
    ring
  · obtain ⟨m0, m1, m2, m3, m4⟩ := moment_values hb
    simp only [m1, m2, m3, m4, m0, trace_fin_three, Matrix.mul_apply, Fin.sum_univ_three,
      transpose_apply, hp, hq', hs, ht, hu, hw]
    ring

/-- The complete overlap table of the five d-type Gaussians. -/
theorem d_overlap {a : ℝ} (ha : 0 < a) (i j : Fin 5) :
    overlap a (dPoly i) (dPoly j) =
      (if i = j then (![12, 4, 1, 1, 1] : Fin 5 → ℝ) i else 0) *
        (√(Real.pi / (2 * a)) ^ 3 / (16 * a ^ 2)) := by
  have hd : ∀ i, dPoly i = quadForm (dMatrix i) := by
    intro i
    funext r
    fin_cases i <;> simp [dPoly, dMatrix, quadForm, Fin.sum_univ_three] <;> ring
  rw [hd, hd, overlap_quadForm ha]
  congr 1
  -- write the traces in matrix entries before inserting the explicit matrices
  simp only [trace_fin_three, Matrix.mul_apply, Fin.sum_univ_three, transpose_apply]
  fin_cases i <;> fin_cases j <;> simp [dMatrix] <;> norm_num

/-- The five d-type Gaussians are mutually orthogonal, and their squared norms are
`12 : 4 : 1 : 1 : 1` in units of the positive squared norm of the `xy` function. -/
theorem d_orthogonal_norm_ratio {a : ℝ} (ha : 0 < a) :
    (∀ i j, i ≠ j → overlap a (dPoly i) (dPoly j) = 0) ∧
    0 < overlap a (dPoly 2) (dPoly 2) ∧
    ∀ i, overlap a (dPoly i) (dPoly i) =
      (![12, 4, 1, 1, 1] : Fin 5 → ℝ) i * overlap a (dPoly 2) (dPoly 2) := by
  have h2 : overlap a (dPoly 2) (dPoly 2) = √(Real.pi / (2 * a)) ^ 3 / (16 * a ^ 2) := by
    rw [d_overlap ha, if_pos rfl]
    exact one_mul _
  refine ⟨fun i j h => by rw [d_overlap ha, if_neg h, zero_mul], ?_, fun i => ?_⟩
  · rw [h2]
    positivity
  · rw [h2, d_overlap ha, if_pos rfl]

/-- A Gaussian with a quadratic prefactor is orthogonal to `r² exp(-a r²)` exactly when the
coefficient matrix of the prefactor is traceless. -/
theorem orthogonal_to_rsq_iff {a : ℝ} (ha : 0 < a) (A : Matrix (Fin 3) (Fin 3) ℝ) :
    overlap a (quadForm A) (fun r => r.1 ^ 2 + r.2.1 ^ 2 + r.2.2 ^ 2) = 0 ↔ trace A = 0 := by
  have h1 : (fun r : ℝ × ℝ × ℝ => r.1 ^ 2 + r.2.1 ^ 2 + r.2.2 ^ 2) = quadForm 1 := by
    funext r
    simp [quadForm, Fin.sum_univ_three, Matrix.one_apply]
    ring
  have hk : √(Real.pi / (2 * a)) ^ 3 / (16 * a ^ 2) ≠ 0 := by positivity
  have ht : trace (1 : Matrix (Fin 3) (Fin 3) ℝ) = 3 := by simp
  rw [h1, overlap_quadForm ha, transpose_one, mul_one, ht, mul_eq_zero, or_iff_left hk]
  constructor <;> intro h <;> linarith

end

end RealDGaussians
```

```lean
#print axioms RealDGaussians.d_orthogonal_norm_ratio
#print axioms RealDGaussians.orthogonal_to_rsq_iff
```

```
'RealDGaussians.d_orthogonal_norm_ratio' depends on axioms: [propext, Classical.choice, Quot.sound]
'RealDGaussians.orthogonal_to_rsq_iff' depends on axioms: [propext, Classical.choice, Quot.sound]
```

## From the recurrence to monomial integrals

`integrable_gaussPow` supplies the convergence of every one-dimensional moment integral. In `moment_recurrence`, `hd` is the derivative of \(x^ne^{-bx^2}\), and `integral_eq_zero_of_hasDerivAt_of_integrable` replaces the boundary argument: a derivative integrates to zero over the line if both it and the original function are integrable. In the case \(n=0\), the natural-number subtraction `n - 1` gives 0, but the factor `n` removes the term.

`moment_values` applies the recurrence for \(n=0,1,2,3\) and takes \(m_0\) from Mathlib's `integral_gaussian`. `monomial_integral` then separates the three coordinates by using the product rule for integrals twice, and also records integrability.

## Fifteen monomials and one trace formula

In `overlap_quadForm`, `hq` expands a quadratic form into its six coefficients. The auxiliary statement `H` adds one monomial to an integrand whose integral is known, carrying integrability along. Starting from the zero function in `base`, fifteen applications build the whole product of two quadratic forms. The letters `p`, `q`, `s` and `t`, `u`, `w` abbreviate the off-diagonal sums of \(A\) and \(B\).

Two checks remain. The first is pointwise: the exponentials are split by coordinate, and `ring` confirms that the fifteen terms add up to the original integrand. The second inserts the moments, which removes the nine monomials with odd powers, and `ring` identifies the rest with the three terms of the trace formula.

## The table and the trace criterion

`d_overlap` first shows that each `dPoly i` is the quadratic form of `dMatrix i`. It then applies the trace formula and evaluates all 25 index pairs by `fin_cases`. `d_orthogonal_norm_ratio` reads its three parts from this table, with `h2` identifying the \(xy\) squared norm as \(K\).

For `orthogonal_to_rsq_iff`, `h1` writes \(r^2\) as the quadratic form of the identity matrix. Since \(K\neq0\), the factor containing the traces must vanish, and `linarith` concludes in both directions.
